# Symmetric nonmagnetic scattering weakens the pairing of a real gap, at fixed positive frequency, exactly when it connects unequal gaps

Q: Suppose I estimate the effect of impurities by adding the total scattering rate to the frequency. For two patches with equal gaps and a rate g between them, the pairing strength falls from ‖D‖²/w to ‖D‖²/(w+g). Yet nonmagnetic impurities shouldn't hurt a constant gap at this level. What went wrong?

A: You counted pairs scattered out of a patch and left out those scattered in. Take the linearised gap equation with static, nonmagnetic impurities in the Born approximation. Let w = |ω_n| be the size of a Matsubara frequency, D_i the gap on patch i, and W_ij the scattering rate between patches i and j, normalised so that it adds directly to w. Write x_i for the ratio of renormalised gap to renormalised frequency. Then

(w + Σ_j W_ij) x_i = D_i + Σ_j W_ij x_j.

The last sum is the missing term. Moving it to the left gives

(w + L)x = D, with (Lx)_i = Σ_j W_ij(x_i − x_j).

The pairing strength at this frequency is ⟨D,x⟩ = ⟨D,(w+L)⁻¹D⟩. For w > 0 and symmetric nonnegative rates, it is at most ‖D‖²/w, with equality exactly when D_i = D_j for every pair with W_ij > 0.

Q: Does the code contain that operator, or something that merely resembles it?

A: It defines L as a matrix: the row sums of W on the diagonal, minus W. The finite type `ι` labels the patches, and a gap is a real function on it.

```lean
import Mathlib

open Matrix

namespace AnisotropicPairing

noncomputable section

variable {ι : Type*} [Fintype ι] [DecidableEq ι]

/-- The scattering operator `L` built from the rates `W i j` between Fermi-surface patches:
total rate out of each patch on the diagonal, minus the rates themselves. -/
def scattering (W : Matrix ι ι ℝ) : Matrix ι ι ℝ :=
  Matrix.diagonal (fun i => ∑ j, W i j) - W
```

The frequency then enters as w times the identity, and the pairing strength is the quadratic form of the inverse. In Lean, `⬝ᵥ` is the dot product and `*ᵥ` applies a matrix to a vector, so ‖D‖² appears as `D ⬝ᵥ D`.

```lean
/-- The pair-breaking matrix `w + L` at frequency `w`. -/
def pairBreaking (w : ℝ) (W : Matrix ι ι ℝ) : Matrix ι ι ℝ :=
  Matrix.diagonal (fun _ => w) + scattering W

/-- The pairing strength `⟨D, (w + L)⁻¹ D⟩` of a gap `D`, meant for `w > 0` and symmetric
nonnegative rates, where the inverse exists. -/
def pairing (w : ℝ) (W : Matrix ι ι ℝ) (D : ι → ℝ) : ℝ :=
  D ⬝ᵥ ((pairBreaking w W)⁻¹ *ᵥ D)
```

Q: I still want to see gap differences, not row sums.

A: They follow by expanding the definition:

(LD)_i = (Σ_j W_ij)D_i − Σ_j W_ij D_j = Σ_j W_ij(D_i − D_j).

The first theorem below proves this by distributing the products and sums. The second records that w + L acts as wD + LD. A diagonal rate W_ii multiplies D_i − D_i and has no effect.

```lean
/-- Scattering acts on a gap through the gap differences between patches. -/
theorem scattering_mulVec (W : Matrix ι ι ℝ) (D : ι → ℝ) (i : ι) :
    (scattering W *ᵥ D) i = ∑ j, W i j * (D i - D j) := by
  rw [scattering, Matrix.sub_mulVec, Pi.sub_apply, Matrix.mulVec_diagonal, Finset.sum_mul]
  simp only [Matrix.mulVec, dotProduct, mul_sub, Finset.sum_sub_distrib]

/-- The pair-breaking matrix multiplies a gap by `w` and adds the scattering term. -/
theorem pairBreaking_mulVec (w : ℝ) (W : Matrix ι ι ℝ) (D : ι → ℝ) :
    pairBreaking w W *ᵥ D = w • D + scattering W *ᵥ D := by
  ext i
  rw [pairBreaking, Matrix.add_mulVec, Pi.add_apply, Matrix.mulVec_diagonal, Pi.add_apply,
    Pi.smul_apply, smul_eq_mul]
```

Q: Where does symmetry enter, and what does it mean physically?

A: It says that scattering from i to j has the same rate as the reverse process, which suits elastic scattering between patches of equal density of states. It lets us exchange the patch labels:

⟨D,LD⟩ = Σ_ij W_ij(D_i − D_j)D_i = Σ_ij W_ij(D_j − D_i)D_j.

Averaging the two forms gives

⟨D,LD⟩ = ½ Σ_ij W_ij(D_i − D_j)².

In the proof, `h1` is the first form, `h2` the exchange, and `h3` the statement that the two add up to the sum of squares.

```lean
/-- For symmetric rates, the quadratic form of the scattering operator is half the
rate-weighted sum of squared gap differences. -/
theorem scattering_form {W : Matrix ι ι ℝ} (hW : W.IsSymm) (D : ι → ℝ) :
    D ⬝ᵥ (scattering W *ᵥ D) = (∑ i, ∑ j, W i j * (D i - D j) ^ 2) / 2 := by
  have h1 : D ⬝ᵥ (scattering W *ᵥ D) = ∑ i, ∑ j, W i j * (D i - D j) * D i := by
    simp only [dotProduct, scattering_mulVec, Finset.mul_sum]
    exact Finset.sum_congr rfl fun i _ => Finset.sum_congr rfl fun j _ => by ring
  -- exchange the two patches and use the symmetry of the rates
  have h2 : ∑ i, ∑ j, W i j * (D i - D j) * D i
      = ∑ i, ∑ j, W i j * (D j - D i) * D j := by
    rw [Finset.sum_comm]
    exact Finset.sum_congr rfl fun i _ => Finset.sum_congr rfl fun j _ => by
      rw [hW.apply i j]
  have h3 : ∑ i, ∑ j, W i j * (D i - D j) ^ 2
      = ∑ i, ∑ j, W i j * (D i - D j) * D i + ∑ i, ∑ j, W i j * (D j - D i) * D j := by
    simp only [← Finset.sum_add_distrib]
    exact Finset.sum_congr rfl fun i _ => Finset.sum_congr rfl fun j _ => by ring
  linarith
```

Nonnegative rates alone do not give the bound. With W_12 = 1, all other rates zero and D = (1,2), the strength exceeds ‖D‖²/w by 1/(w(w+1)). This example only tests the mathematics: elastic scattering between two patches always runs both ways.

Q: Could gap differences cancel, so that LD vanishes although active scattering connects unequal gaps?

A: Not with symmetric nonnegative rates. If LD = 0, then the sum of squares is zero. Each term is nonnegative, so each one vanishes, and W_ij > 0 forces D_i = D_j. Conversely, if the gaps agree across every positive rate, each term W_ij(D_i − D_j) is zero, either through the rate or through the difference. The proof has these two directions, and the second splits on whether the rate is zero.

```lean
/-- For symmetric nonnegative rates, scattering leaves a gap untouched (`L D = 0`) exactly
when the gap is equal on any two patches connected by a positive rate. -/
theorem scattering_eq_zero_iff {W : Matrix ι ι ℝ} (hW : W.IsSymm) (hpos : ∀ i j, 0 ≤ W i j)
    (D : ι → ℝ) : scattering W *ᵥ D = 0 ↔ ∀ i j, 0 < W i j → D i = D j := by
  have hterm : ∀ i j, 0 ≤ W i j * (D i - D j) ^ 2 := fun i j =>
    mul_nonneg (hpos i j) (sq_nonneg _)
  constructor
  · intro h i j hij
    have hs := scattering_form hW D
    rw [h, dotProduct_zero] at hs
    have h0 : ∑ i, ∑ j, W i j * (D i - D j) ^ 2 = 0 := by linarith
    -- a vanishing sum of nonnegative terms vanishes term by term
    have h1 := (Finset.sum_eq_zero_iff_of_nonneg
      (fun i _ => Finset.sum_nonneg fun j _ => hterm i j)).mp h0 i (Finset.mem_univ i)
    have h2 := (Finset.sum_eq_zero_iff_of_nonneg
      (fun j _ => hterm i j)).mp h1 j (Finset.mem_univ j)
    have h3 := (mul_eq_zero.mp h2).resolve_left hij.ne'
    exact sub_eq_zero.mp (pow_eq_zero_iff two_ne_zero |>.mp h3)
  · intro h
    ext i
    rw [scattering_mulVec, Pi.zero_apply]
    refine Finset.sum_eq_zero fun j _ => ?_
    rcases (hpos i j).eq_or_lt with h0 | h0
    · rw [← h0, zero_mul]
    · rw [h i j h0, sub_self, mul_zero]
```

The same sum of squares shows that ⟨D,LD⟩ ≥ 0.

```lean
/-- For symmetric nonnegative rates the quadratic form of scattering is nonnegative. -/
theorem scattering_nonneg {W : Matrix ι ι ℝ} (hW : W.IsSymm) (hpos : ∀ i j, 0 ≤ W i j)
    (D : ι → ℝ) : 0 ≤ D ⬝ᵥ (scattering W *ᵥ D) := by
  rw [scattering_form hW]
  exact div_nonneg (Finset.sum_nonneg fun i _ => Finset.sum_nonneg fun j _ =>
    mul_nonneg (hpos i j) (sq_nonneg _)) zero_le_two
```

Q: You have been writing an inverse. Is its existence assumed?

A: It is proved. If (w+L)v = 0, taking the product with v gives

0 = w‖v‖² + ⟨v,Lv⟩.

Both terms are nonnegative and w > 0, so v = 0. The Lean proof assumes a zero determinant, extracts a nonzero v with (w+L)v = 0, and reaches this contradiction.

```lean
/-- For `w > 0` and symmetric nonnegative rates the pair-breaking matrix is invertible. -/
theorem pairBreaking_isUnit {w : ℝ} (hw : 0 < w) {W : Matrix ι ι ℝ} (hW : W.IsSymm)
    (hpos : ∀ i j, 0 ≤ W i j) : IsUnit (pairBreaking w W).det := by
  rw [isUnit_iff_ne_zero]
  intro hdet
  obtain ⟨v, hv, hMv⟩ := Matrix.exists_mulVec_eq_zero_iff.mpr hdet
  have h : v ⬝ᵥ (pairBreaking w W *ᵥ v) = 0 := by rw [hMv, dotProduct_zero]
  rw [pairBreaking_mulVec, dotProduct_add, dotProduct_smul, smul_eq_mul] at h
  have hL := scattering_nonneg hW hpos v
  have hvv : 0 ≤ v ⬝ᵥ v := Finset.sum_nonneg fun i _ => mul_self_nonneg (v i)
  have h0 : w * (v ⬝ᵥ v) = 0 := by linarith [mul_nonneg hw.le hvv]
  exact hv (dotProduct_self_eq_zero.mp ((mul_eq_zero.mp h0).resolve_left hw.ne'))
```

Q: Can I recover the familiar formula in which a relaxation rate adds to the frequency?

A: Yes, when the gap is an eigenvector of L. If LD = γD, then (w+L)D = (w+γ)D. Applying the inverse gives

(w+γ)(w+L)⁻¹D = D,

and the product with D gives ⟨D,(w+L)⁻¹D⟩ = ‖D‖²/(w+γ). In the proof, `h` is the vector equation and `hk` its product with D. The theorem allows any real γ, so the case γ = −w is treated separately; there the vector equation forces D = 0.

```lean
/-- A gap that scattering multiplies by a rate `γ` has pairing strength `‖D‖² / (w + γ)`,
for `w > 0` and symmetric nonnegative rates. -/
theorem pairing_eigenmode {w : ℝ} (hw : 0 < w) {W : Matrix ι ι ℝ} (hW : W.IsSymm)
    (hpos : ∀ i j, 0 ≤ W i j) {D : ι → ℝ} {γ : ℝ} (hD : scattering W *ᵥ D = γ • D) :
    pairing w W D = (D ⬝ᵥ D) / (w + γ) := by
  have h : (w + γ) • ((pairBreaking w W)⁻¹ *ᵥ D) = D := by
    rw [← Matrix.mulVec_smul, add_smul, ← hD, ← pairBreaking_mulVec, Matrix.mulVec_mulVec,
      Matrix.nonsing_inv_mul _ (pairBreaking_isUnit hw hW hpos), Matrix.one_mulVec]
  have hk : (w + γ) * pairing w W D = D ⬝ᵥ D := by
    calc (w + γ) * pairing w W D
        = D ⬝ᵥ ((w + γ) • ((pairBreaking w W)⁻¹ *ᵥ D)) := by
          rw [dotProduct_smul, smul_eq_mul, pairing]
      _ = D ⬝ᵥ D := by rw [h]
  by_cases h0 : w + γ = 0
  · -- only the vanishing gap is compatible with `γ = -w`
    have hz : D = 0 := by rw [← h, h0, zero_smul]
    rw [hz, pairing, zero_dotProduct, zero_dotProduct, zero_div]
  · rw [eq_div_iff h0]
    linarith
```

Q: A general gap is not an eigenvector. How do you compare its strength with the clean value?

A: Compute the loss. Put x = (w+L)⁻¹D and y = Lx, so that D = wx + y. Then

‖D‖²/w = w‖x‖² + 2⟨x,y⟩ + ‖y‖²/w,

⟨D,x⟩ = w‖x‖² + ⟨x,y⟩.

Subtracting gives

‖D‖²/w − ⟨D,x⟩ = ⟨x,Lx⟩ + ‖Lx‖²/w.

The code obtains D = wx + Lx as `hD`, proves the algebra for an arbitrary vector y in `key`, and then sets y = Lx.

```lean
/-- The exact loss of pairing strength: with `x = (w + L)⁻¹ D`, it equals
`⟨x, L x⟩ + ‖L x‖² / w`, for `w > 0` and symmetric nonnegative rates. -/
theorem pairing_loss {w : ℝ} (hw : 0 < w) {W : Matrix ι ι ℝ} (hW : W.IsSymm)
    (hpos : ∀ i j, 0 ≤ W i j) {D x : ι → ℝ} (hx : x = (pairBreaking w W)⁻¹ *ᵥ D) :
    (D ⬝ᵥ D) / w - pairing w W D = x ⬝ᵥ (scattering W *ᵥ x)
      + ((scattering W *ᵥ x) ⬝ᵥ (scattering W *ᵥ x)) / w := by
  have hD : w • x + scattering W *ᵥ x = D := by
    rw [← pairBreaking_mulVec, hx, Matrix.mulVec_mulVec,
      Matrix.mul_nonsing_inv _ (pairBreaking_isUnit hw hW hpos), Matrix.one_mulVec]
  have key : ∀ y : ι → ℝ, ((w • x + y) ⬝ᵥ (w • x + y)) / w - (w • x + y) ⬝ᵥ x
      = x ⬝ᵥ y + (y ⬝ᵥ y) / w := by
    intro y
    have hc : (y ⬝ᵥ y) / w * w = y ⬝ᵥ y := div_mul_cancel₀ _ hw.ne'
    rw [sub_eq_iff_eq_add, div_eq_iff hw.ne']
    simp only [add_dotProduct, dotProduct_add, smul_dotProduct, dotProduct_smul, smul_eq_mul,
      dotProduct_comm y x]
    linear_combination (-1 : ℝ) * hc
  have h := key (scattering W *ᵥ x)
  rw [hD] at h
  rw [pairing, ← hx]
  exact h
```

Q: The loss is written in terms of x. Your equality condition concerns D.

A: Both terms in the loss are nonnegative, which gives the bound. If the loss is zero, then ‖Lx‖² = 0, so Lx = 0 and D = wx. The components of x agree across every positive rate, and therefore so do those of D. Conversely, if the components of D agree in that way, LD = 0, and the eigenvector formula with γ = 0 gives ‖D‖²/w.

The theorem below states the inequality and the equality condition together. Its hypotheses are `hw` for positive frequency, `hW` for symmetry and `hpos` for nonnegative rates. Negating the equality condition gives the physical reading: the strength is strictly reduced exactly when some positive rate joins two unequal gaps. An anisotropic gap therefore loses nothing if scattering acts only within groups of patches that share a gap value.

```lean
/-- For `w > 0` and symmetric nonnegative rates, scattering never raises the pairing strength
above `‖D‖² / w`, and the bound is attained exactly when the gap is equal on any two patches
connected by a positive rate. -/
theorem pairing_le {w : ℝ} (hw : 0 < w) {W : Matrix ι ι ℝ} (hW : W.IsSymm)
    (hpos : ∀ i j, 0 ≤ W i j) (D : ι → ℝ) :
    pairing w W D ≤ (D ⬝ᵥ D) / w ∧
      (pairing w W D = (D ⬝ᵥ D) / w ↔ ∀ i j, 0 < W i j → D i = D j) := by
  obtain ⟨x, hx⟩ : ∃ x, x = (pairBreaking w W)⁻¹ *ᵥ D := ⟨_, rfl⟩
  have hloss := pairing_loss hw hW hpos hx
  have h1 := scattering_nonneg hW hpos x
  have h2 : 0 ≤ ((scattering W *ᵥ x) ⬝ᵥ (scattering W *ᵥ x)) / w :=
    div_nonneg (Finset.sum_nonneg fun i _ => mul_self_nonneg _) hw.le
  refine ⟨by linarith, fun heq => ?_, fun h => ?_⟩
  · -- no loss forces `L x = 0`, hence `D = w x`
    have h3 : ((scattering W *ᵥ x) ⬝ᵥ (scattering W *ᵥ x)) / w = 0 := by linarith
    have h4 : scattering W *ᵥ x = 0 :=
      dotProduct_self_eq_zero.mp ((div_eq_zero_iff.mp h3).resolve_right hw.ne')
    have hD : D = w • x := by
      have h5 := pairBreaking_mulVec w W x
      rw [h4, add_zero, hx, Matrix.mulVec_mulVec,
        Matrix.mul_nonsing_inv _ (pairBreaking_isUnit hw hW hpos), Matrix.one_mulVec] at h5
      rw [hx]
      exact h5
    intro i j hij
    rw [hD, Pi.smul_apply, Pi.smul_apply, (scattering_eq_zero_iff hW hpos x).mp h4 i j hij]
  · have h0 : scattering W *ᵥ D = (0 : ℝ) • D := by
      rw [zero_smul]
      exact (scattering_eq_zero_iff hW hpos D).mpr h
    rw [pairing_eigenmode hw hW hpos h0, add_zero]
```

Q: And the sign-changing gap, which impurities are supposed to destroy?

A: Give every pair of the N patches the same rate g ≥ 0 and let the gap sum to zero. Then

(LD)_i = g Σ_j(D_i − D_j) = NgD_i,

and the strength is ‖D‖²/(w+Ng). The proof establishes this eigenvalue equation as `hL` and applies the eigenvector formula. In the code N is `Fintype.card ι`.

```lean
/-- With the same rate `g ≥ 0` between all `N` patches and `w > 0`, a gap that sums to zero
over the patches has pairing strength `‖D‖² / (w + N g)`. -/
theorem pairing_uniform {w g : ℝ} (hw : 0 < w) (hg : 0 ≤ g) {D : ι → ℝ}
    (hD : ∑ i, D i = 0) :
    pairing w (Matrix.of fun _ _ => g) D = (D ⬝ᵥ D) / (w + Fintype.card ι * g) := by
  -- uniform scattering relaxes such a gap at the single rate `N g`
  have hL : scattering (Matrix.of fun _ _ : ι => g) *ᵥ D = (Fintype.card ι * g) • D := by
    ext i
    rw [scattering_mulVec, Pi.smul_apply, smul_eq_mul]
    simp only [Matrix.of_apply]
    rw [← Finset.mul_sum, Finset.sum_sub_distrib, hD, Finset.sum_const, Finset.card_univ,
      nsmul_eq_mul]
    ring
  exact pairing_eigenmode (W := Matrix.of fun _ _ : ι => g) hw
    (Matrix.IsSymm.ext fun _ _ => rfl) (fun _ _ => hg) hL

end

end AnisotropicPairing
```

```lean
#print axioms AnisotropicPairing.pairing_le
#print axioms AnisotropicPairing.pairing_uniform
```

```
'AnisotropicPairing.pairing_le' depends on axioms: [propext, Classical.choice, Quot.sound]
'AnisotropicPairing.pairing_uniform' depends on axioms: [propext, Classical.choice, Quot.sound]
```

Q: Show me the smallest case in which anything happens.

A: Take two patches with gaps a and b and rate g between them. Splitting the gap into its average and its difference gives, by hand,

⟨D,(w+L)⁻¹D⟩ = (a+b)²/(2w) + (a−b)²/(2(w+2g)).

The loss is g(a−b)²/(w(w+2g)). For a = b it vanishes, which corrects your first estimate. For b = −a the strength is 2a²/(w+2g). As g grows without bound, only the part from the average gap survives.

Q: Where would I meet this quantity in a calculation of the transition temperature?

A: Suppose the pairing interaction between patches i and j is proportional to D_iD_j. The linearised gap equation then reduces to one scalar condition, in which the coupling multiplies

T Σ_n ⟨D,(|ω_n|+L)⁻¹D⟩,

with a frequency cutoff. You can diagonalise L once. If its orthonormal eigenvectors are u_k with eigenvalues γ_k, each term in the frequency sum is

Σ_k ⟨u_k,D⟩²/(|ω_n|+γ_k).

The parts of the gap with γ_k = 0 keep their clean contribution, and the others are reduced.

Q: So is this Anderson's theorem on dirty superconductors?

A: Not the full theorem. For equal gaps it gives the matching conclusion at one frequency and for a prescribed gap: nonmagnetic scattering leaves the pairing strength unchanged. Anderson's own argument pairs time-reversed exact eigenstates of the disordered system, which this file does not use. The microscopic equation I began with is an input, and the file starts from the matrix w + L. It derives neither the disorder average nor a transition temperature, and it does not let the gap adjust to the impurities. Magnetic scattering would also need another matrix: the exchange coupling to an impurity spin is odd under time reversal of the electrons, so for spin-singlet pairs its scattering-in term has the opposite sign. For superconductivity, the result separates harmless from harmful scattering within a linearised model with finitely many patches and real gaps.
